# Adding a positive semidefinite term to a positive definite Hessian never raises the static susceptibility

A molecule or a solid sits at a stable minimum of its energy, and a weak static field pushes it away. The displacement is set by the Hessian: a soft system moves far, a stiff one little. Now a positive semidefinite term is added to the Hessian. It may come from a restraint, a level shift or an interaction between the responding degrees of freedom. With a single coordinate the answer is immediate, because a larger spring constant has a smaller reciprocal. With many coupled coordinates the added term can mix them, and off-diagonal elements of the inverse may go up or down. Does the susceptibility still fall, or at least not rise, along every field direction?

## A larger Hessian has a smaller inverse

Let $A$ and $B$ be real square matrices of the same finite size. Let $A$ be positive definite, which here includes being symmetric, and let $B-A$ be positive semidefinite. Then $B$ is invertible and $A^{-1}-B^{-1}$ is positive semidefinite.

For an invertible Hessian $H$ and a field $f$, write the susceptibility along $f$ as

$$\chi_H(f)=f\cdot H^{-1}f .$$

The conclusion then reads $\chi_B(f)\le\chi_A(f)$ for every $f$. The field need not have unit length; for nonzero $f$, the susceptibility per unit field squared is $\chi_H(f)/(f\cdot f)$, and the inequality is the same.

The derivation also bounds the drop from below. With $y=B^{-1}f$, the response of the stiffer system,

$$\chi_A(f)-\chi_B(f)\;\ge\; y\cdot(B-A)\,y .$$

## Level shifts and screened polarisabilities

A Newton optimiser with gradient $g$ and level shift $\lambda$ solves a linear system with matrix $H+\lambda 1$. The minimum of its shifted quadratic model lies $\tfrac12\,g\cdot(H+\lambda 1)^{-1}g$ below the current energy. Take two shifts $\lambda_1\le\lambda_2$, the smaller of which already makes the matrix positive definite. The bound with $f=-g$ says that the larger shift never gives the deeper model minimum. The unshifted $H$ may have negative eigenvalues; only the two shifted matrices are compared.

In electronic structure, the bound applies to static polarisabilities in a finite basis for a closed-shell reference with real orbitals and positive gaps, when only the direct Coulomb coupling is added to the orbital-energy differences. That coupling matrix is positive semidefinite, so the coupled polarisability cannot exceed the uncoupled one in any direction. Exchange or exchange-correlation terms can make the added matrix indefinite, and then the hypothesis has to be checked for the case at hand.

Either comparison can serve as a consistency test. If the ordering fails by a clear margin, then either a hypothesis is violated or the computed numbers are wrong, for instance through an unconverged linear solve or a sign error.

## Comparing two energy minima

The energy of a displacement $x$ is

$$E_H(x)=\tfrac12\,x\cdot Hx-f\cdot x .$$

Let $H$ be positive definite. It is invertible, since $Hx=0$ gives $x\cdot Hx=0$ and hence $x=0$. Put $x_H=H^{-1}f$, so that $Hx_H=f$. At this displacement

$$E_H(x_H)=\tfrac12\,x_H\cdot f-f\cdot x_H=-\tfrac12\,\chi_H(f).$$

For any other $x$, expand the harmonic energy of the deviation $x-x_H$. Symmetry of $H$ gives $x_H\cdot Hx=(Hx_H)\cdot x=f\cdot x$, so

$$\begin{aligned}(x-x_H)\cdot H(x-x_H)&=x\cdot Hx-x\cdot Hx_H-x_H\cdot Hx+x_H\cdot Hx_H\\&=x\cdot Hx-2f\cdot x+\chi_H(f).\end{aligned}$$

Half of this, rearranged, is the completed square

$$E_H(x)=-\tfrac12\,\chi_H(f)+\tfrac12\,(x-x_H)\cdot H(x-x_H).$$

The last term is nonnegative and vanishes at $x=x_H$. The minimum of the energy is therefore $-\tfrac12\chi_H(f)$.

Now bring in the two Hessians. For $x\neq0$,

$$x\cdot Bx=x\cdot Ax+x\cdot(B-A)x>0,$$

and $B$ is symmetric as a sum of symmetric matrices. So $B$ is positive definite, hence invertible. Use its response $y=B^{-1}f$ as a trial displacement for the softer system $A$. The trial energy cannot lie below the minimum:

$$-\tfrac12\,\chi_A(f)\le E_A(y)=E_B(y)-\tfrac12\,y\cdot(B-A)y=-\tfrac12\,\chi_B(f)-\tfrac12\,y\cdot(B-A)y .$$

Multiplying by $-2$ gives the lower bound on the drop stated above. Its right-hand side is nonnegative, so $f\cdot(A^{-1}-B^{-1})f\ge0$ for every $f$. The matrix $A^{-1}-B^{-1}$ is symmetric, because inverses of symmetric matrices are symmetric, and so it is positive semidefinite.

If $B-A$ is positive definite, a nonzero $f$ gives a nonzero $y$, since $By=f$. Then $y\cdot(B-A)y>0$ and the drop is strict.

There is also a converse when $A$ and $B$ are both positive definite. Their inverses are positive definite too, since $f\cdot B^{-1}f=y\cdot By>0$ for $f\ne0$, and likewise for $A$. If $A^{-1}-B^{-1}$ is positive semidefinite, apply the result with $B^{-1}$ as the softer Hessian and $A^{-1}$ as the stiffer one. It returns that $B-A$ is positive semidefinite.

## Two coupled coordinates, and a saddle point

Take

$$A=\begin{pmatrix}2&1\\1&1\end{pmatrix},\qquad B=\begin{pmatrix}3&1\\1&1\end{pmatrix},$$

so that an extra spring acts on the first coordinate only. The determinants are 1 and 2, and

$$A^{-1}=\begin{pmatrix}1&-1\\-1&2\end{pmatrix},\qquad B^{-1}=\begin{pmatrix}\tfrac12&-\tfrac12\\-\tfrac12&\tfrac32\end{pmatrix},\qquad A^{-1}-B^{-1}=\begin{pmatrix}\tfrac12&-\tfrac12\\-\tfrac12&\tfrac12\end{pmatrix}.$$

The difference has eigenvalues 1 and 0. Along $f=(1,0)$ the susceptibility falls from $1$ to $\tfrac12$. The stiff response is $y=(\tfrac12,-\tfrac12)$, and the guaranteed drop $y\cdot(B-A)y=\tfrac14$ is indeed below the actual $\tfrac12$. Along the unit field $(1,1)/\sqrt2$ both susceptibilities equal $\tfrac12$: the response has no component along the first coordinate, so the extra spring is never stretched. The off-diagonal element of the inverse rises from $-1$ to $-\tfrac12$, which the ordering allows: it keeps the diagonal elements of the inverse from rising, but it does not fix the direction in which an off-diagonal element moves.

At a saddle point the conclusion can fail. Let $A=\mathrm{diag}(1,-1)$ and $B=1$. Then $B-A=\mathrm{diag}(0,2)$ is positive semidefinite, but $A^{-1}-B^{-1}=\mathrm{diag}(0,-2)$ is not. Along the second coordinate the susceptibility goes up, from $-1$ to $1$. So it is not enough for $A$ to be symmetric and invertible, even if $B$ is positive definite. The argument breaks where it uses a minimum: $E_A$ is unbounded below along the second coordinate, and a trial displacement bounds nothing.

## The bound and its proof in Lean

```lean
import Mathlib

open Matrix

namespace StiffnessSusceptibility

noncomputable section

variable {n : Type*} [Fintype n] [DecidableEq n]

/-- Energy `½ x·Hx - f·x` of a displacement `x` in a harmonic system with Hessian `H`
under a static field `f`. -/
def energy (H : Matrix n n ℝ) (f x : n → ℝ) : ℝ :=
  1 / 2 * (x ⬝ᵥ (H *ᵥ x)) - f ⬝ᵥ x

/-- Static susceptibility `f·H⁻¹f` along the field `f`, for an invertible Hessian `H`. -/
def susceptibility (H : Matrix n n ℝ) (f : n → ℝ) : ℝ :=
  f ⬝ᵥ (H⁻¹ *ᵥ f)

/-- For an invertible Hessian, the linear response `H⁻¹f` balances the field: `H(H⁻¹f) = f`. -/
theorem force_balance {H : Matrix n n ℝ} (hdet : IsUnit H.det) (f : n → ℝ) :
    H *ᵥ (H⁻¹ *ᵥ f) = f := by
  rw [Matrix.mulVec_mulVec, Matrix.mul_nonsing_inv _ hdet, Matrix.one_mulVec]

/-- For an invertible Hessian, the energy at the linear response `H⁻¹f` is minus half the
susceptibility along `f`. -/
theorem energy_response {H : Matrix n n ℝ} (hdet : IsUnit H.det) (f : n → ℝ) :
    energy H f (H⁻¹ *ᵥ f) = -(1 / 2) * susceptibility H f := by
  unfold energy susceptibility
  rw [force_balance hdet, dotProduct_comm _ f]
  ring

/-- Completing the square: for a symmetric invertible Hessian, the energy is its value at the
linear response plus the harmonic energy of the deviation from that response. -/
theorem energy_eq_square {H : Matrix n n ℝ} (hs : Hᵀ = H) (hdet : IsUnit H.det)
    (f x : n → ℝ) :
    energy H f x = -(1 / 2) * susceptibility H f
      + 1 / 2 * ((x - H⁻¹ *ᵥ f) ⬝ᵥ (H *ᵥ (x - H⁻¹ *ᵥ f))) := by
  -- symmetry moves the Hessian onto the response, where it gives back the field
  have hcross : (H⁻¹ *ᵥ f) ⬝ᵥ (H *ᵥ x) = x ⬝ᵥ f := by
    rw [Matrix.dotProduct_mulVec, ← Matrix.mulVec_transpose, hs, force_balance hdet,
      dotProduct_comm]
  have c1 := dotProduct_comm f x
  have c2 := dotProduct_comm f (H⁻¹ *ᵥ f)
  unfold energy susceptibility
  rw [Matrix.mulVec_sub, force_balance hdet, sub_dotProduct, dotProduct_sub,
    dotProduct_sub, hcross, c1, c2]
  ring

/-- For a positive definite Hessian, the minimum of the energy over all displacements is minus
half the susceptibility along the field. -/
theorem isLeast_energy {H : Matrix n n ℝ} (hH : H.PosDef) (f : n → ℝ) :
    IsLeast (Set.range (energy H f)) (-(1 / 2) * susceptibility H f) := by
  have hdet : IsUnit H.det := hH.det_pos.ne'.isUnit
  have hs : Hᵀ = H := by
    rw [← Matrix.conjTranspose_eq_transpose_of_trivial]
    exact hH.isHermitian
  refine ⟨⟨H⁻¹ *ᵥ f, energy_response hdet f⟩, ?_⟩
  rintro _ ⟨x, rfl⟩
  have h := hH.posSemidef.dotProduct_mulVec_nonneg (x - H⁻¹ *ᵥ f)
  rw [star_trivial] at h
  rw [energy_eq_square hs hdet]
  linarith

/-- If `A` and `B` are positive definite, the susceptibility of `A` along `f` minus that of `B` is
at least `y·(B - A)y`, where `y = B⁻¹f` is the linear response of `B`. -/
theorem susceptibility_gap {A B : Matrix n n ℝ} (hA : A.PosDef) (hB : B.PosDef)
    (f : n → ℝ) :
    (B⁻¹ *ᵥ f) ⬝ᵥ ((B - A) *ᵥ (B⁻¹ *ᵥ f)) ≤ susceptibility A f - susceptibility B f := by
  -- the response of `B` is a trial displacement for `A`
  have h1 := (isLeast_energy hA f).2 ⟨B⁻¹ *ᵥ f, rfl⟩
  have h2 := energy_response hB.det_pos.ne'.isUnit f
  rw [Matrix.sub_mulVec, dotProduct_sub]
  unfold energy at h1 h2
  linarith

/-- If `A` is positive definite and `B - A` is positive semidefinite, then `B` is invertible and
`A⁻¹ - B⁻¹` is positive semidefinite: stiffening lowers the susceptibility, or leaves it
unchanged, in every direction. -/
theorem inverse_antitone {A B : Matrix n n ℝ} (hA : A.PosDef) (hBA : (B - A).PosSemidef) :
    IsUnit B ∧ (A⁻¹ - B⁻¹).PosSemidef := by
  have hB : B.PosDef := by
    have h := hA.add_posSemidef hBA
    rwa [add_sub_cancel] at h
  refine ⟨hB.isUnit, Matrix.posSemidef_iff_dotProduct_mulVec.2
    ⟨hA.isHermitian.inv.sub hB.isHermitian.inv, ?_⟩⟩
  intro f
  have h1 := hBA.dotProduct_mulVec_nonneg (B⁻¹ *ᵥ f)
  rw [star_trivial] at h1
  rw [star_trivial, Matrix.sub_mulVec, dotProduct_sub]
  exact h1.trans (susceptibility_gap hA hB f)

/-- For positive definite Hessians `A` and `B`, `B - A` is positive semidefinite exactly when
`A⁻¹ - B⁻¹` is. -/
theorem stiffer_iff_less_susceptible {A B : Matrix n n ℝ} (hA : A.PosDef) (hB : B.PosDef) :
    (B - A).PosSemidef ↔ (A⁻¹ - B⁻¹).PosSemidef := by
  refine ⟨fun h => (inverse_antitone hA h).2, fun h => ?_⟩
  -- invert a second time
  have h2 := (inverse_antitone hB.inv h).2
  rwa [Matrix.nonsing_inv_nonsing_inv _ hB.det_pos.ne'.isUnit,
    Matrix.nonsing_inv_nonsing_inv _ hA.det_pos.ne'.isUnit] at h2

/-- If `A` and `B - A` are both positive definite, then `A⁻¹ - B⁻¹` is positive definite: the
susceptibility drops strictly along every nonzero field. -/
theorem inverse_strict_antitone {A B : Matrix n n ℝ} (hA : A.PosDef) (hBA : (B - A).PosDef) :
    (A⁻¹ - B⁻¹).PosDef := by
  have hB : B.PosDef := by
    have h := hA.add_posSemidef hBA.posSemidef
    rwa [add_sub_cancel] at h
  refine Matrix.posDef_iff_dotProduct_mulVec.2
    ⟨hA.isHermitian.inv.sub hB.isHermitian.inv, ?_⟩
  intro f hf
  -- a nonzero field produces a nonzero response
  have hy : B⁻¹ *ᵥ f ≠ 0 := by
    intro h0
    apply hf
    rw [← force_balance hB.det_pos.ne'.isUnit f, h0, Matrix.mulVec_zero]
  have h1 := hBA.dotProduct_mulVec_pos hy
  rw [star_trivial] at h1
  rw [star_trivial, Matrix.sub_mulVec, dotProduct_sub]
  exact h1.trans_le (susceptibility_gap hA hB f)

/-- The Hessian `diag(1, -1)` of a saddle point in two dimensions. -/
def saddle : Matrix (Fin 2) (Fin 2) ℝ := !![1, 0; 0, -1]

/-- The saddle-point Hessian `diag(1, -1)` is invertible and `1 - saddle` is positive semidefinite,
yet `saddle⁻¹ - 1⁻¹` is not. -/
theorem saddle_counterexample :
    saddle.det ≠ 0 ∧ (1 - saddle).PosSemidef ∧
      ¬ (saddle⁻¹ - (1 : Matrix (Fin 2) (Fin 2) ℝ)⁻¹).PosSemidef := by
  have hd : 1 - saddle = !![0, 0; 0, 2] := by
    rw [Matrix.one_fin_two]
    ext i j
    fin_cases i <;> fin_cases j <;> norm_num [saddle]
  have hinv : saddle⁻¹ = saddle := by
    apply Matrix.inv_eq_right_inv
    rw [Matrix.one_fin_two]
    ext i j
    fin_cases i <;> fin_cases j <;> simp [saddle, Matrix.mul_apply, Fin.sum_univ_two]
  refine ⟨by norm_num [saddle, Matrix.det_fin_two], ?_, ?_⟩
  · rw [hd]
    refine Matrix.posSemidef_iff_dotProduct_mulVec.2 ⟨Matrix.IsHermitian.ext ?_, ?_⟩
    · intro i j
      fin_cases i <;> fin_cases j <;> simp
    · intro x
      simp [Matrix.mulVec, dotProduct, Fin.sum_univ_two]
      nlinarith [mul_self_nonneg (x 1)]
  · -- the second coordinate direction has negative expectation value
    intro h
    have h1 := h.dotProduct_mulVec_nonneg ![0, 1]
    rw [hinv, inv_one, Matrix.one_fin_two] at h1
    norm_num [saddle, Matrix.mulVec, dotProduct, Fin.sum_univ_two] at h1

end

end StiffnessSusceptibility
```

```lean
#print axioms StiffnessSusceptibility.stiffer_iff_less_susceptible
-- 'StiffnessSusceptibility.stiffer_iff_less_susceptible' depends on axioms: [propext, Classical.choice, Quot.sound]
#print axioms StiffnessSusceptibility.inverse_strict_antitone
-- 'StiffnessSusceptibility.inverse_strict_antitone' depends on axioms: [propext, Classical.choice, Quot.sound]
#print axioms StiffnessSusceptibility.saddle_counterexample
-- 'StiffnessSusceptibility.saddle_counterexample' depends on axioms: [propext, Classical.choice, Quot.sound]
```

## What the Lean statements say

The matrices have type `Matrix n n ℝ`, where `n` is any finite index type, and displacements and fields are functions `n → ℝ`. The symbol `*ᵥ` applies a matrix to a vector, and `⬝ᵥ` is the dot product. The definition `energy` carries the factor ½ on the quadratic term and a minus sign on the field term; `susceptibility` has no prefactor. A common positive factor in both susceptibilities leaves their ordering unchanged, but the lower bound on the drop has to be multiplied by the same factor.

`inverse_antitone` is the main theorem. Its hypotheses are `A.PosDef` and `(B - A).PosSemidef`, both of which include symmetry for real matrices. No separate assumption on `B` is made. The conclusion has two parts, `IsUnit B` for invertibility and `(A⁻¹ - B⁻¹).PosSemidef` for the ordering. The first part gives the second its meaning, because Mathlib assigns the value zero to the inverse of a singular matrix.

`susceptibility_gap` is the lower bound on the drop, for any two positive definite Hessians; there `B - A` may even be indefinite. `stiffer_iff_less_susceptible` is the equivalence, `inverse_strict_antitone` the strict version, and `saddle_counterexample` the saddle-point example, with `saddle` in the role of $A$.

## How the lemmas follow the energy argument

`force_balance` is $H(H^{-1}f)=f$, and `energy_response` inserts it into the energy. `energy_eq_square` is the completed square. Its intermediate statement `hcross` is the one place where symmetry enters, by moving the Hessian from $x$ onto the response; after the products are expanded, `ring` collects the terms.

`isLeast_energy` says that $-\tfrac12\chi_H(f)$ is the least element of the set of all energies. This contains two claims: the value is attained, which `energy_response` supplies, and no energy is lower, which follows from the completed square and the nonnegative form of $H$.

In `susceptibility_gap`, `h1` is the trial inequality for `A` at the response of `B`, and `h2` is the energy of `B` at its own response. Once the energies are unfolded, `linarith` combines the two linearly, as in the displayed chain above. `inverse_antitone` first obtains `hB`, the positive definiteness of `B`, from $B=A+(B-A)$. It then chains the nonnegativity of $y\cdot(B-A)y$ with the gap.

The strict theorem adds `hy`, that a nonzero field has a nonzero response. The equivalence uses `inverse_antitone` a second time, on the inverses. The counter-example is settled by explicit two-by-two matrices and the test vector `![0, 1]`.

## Requirements on a Hessian in a simulation code

The guarantee concerns a harmonic energy with finitely many real coordinates and a static field. Anharmonic terms and frequency-dependent response are not part of this model. Nor do the theorems establish that a particular Hessian is positive definite or that a particular added term is positive semidefinite; those are inputs that the code or the physics has to supply.

Positive definiteness of $A$ stands for a stable minimum without free motions. The vibrational Hessian of an isolated molecule has zero modes from overall translation and rotation, so these have to be removed before the theorem applies. The field must be the same vector for both Hessians, expressed in the same coordinates. If the added term also changes the equilibrium geometry or the orbitals, then $A$ and $B$ have to be the Hessians actually used, and their difference must be tested as it stands.

The matrices have real entries, not floating-point ones. Rounding can give a computed $A^{-1}-B^{-1}$ slightly negative eigenvalues, especially when $A$ is nearly singular, and the theorems set no tolerance for them. An iterative solver adds its own residual error, so a comparison of two susceptibilities means little until both solves are converged more tightly than the difference between them.
